# Time-step errors of the symmetric split propagator add over non-interacting fragments

Take two fragments with one level each. The kinetic and potential energies of fragment \(i\) are then real numbers \(t_i\) and \(v_i\), and an imaginary-time step \(\tau\) multiplies its amplitude by \(e^{-\tau(t_i+v_i)}\). If the fragments do not interact, the factor for the pair is

\[
e^{-\tau(t_1+v_1)}\,e^{-\tau(t_2+v_2)}=e^{-\tau[(t_1+v_1)+(t_2+v_2)]} .
\]

Factors multiply, so energies add. There is no time-step error here, because numbers commute.

An error needs at least two levels. Let \(a=\ln 2\), \(\tau=1\), and

\[
T=\begin{pmatrix}0&a\\a&0\end{pmatrix},\quad V=\begin{pmatrix}a&0\\0&-a\end{pmatrix},\quad
e^{-T}=\begin{pmatrix}5/4&-3/4\\-3/4&5/4\end{pmatrix},\quad e^{-V}=\begin{pmatrix}1/2&0\\0&2\end{pmatrix}.
\]

The symmetric split step replaces \(e^{-(T+V)}\) by \(e^{-V/2}e^{-T}e^{-V/2}\). This matrix has determinant 1 and trace \(\tfrac54(\tfrac12+2)=\tfrac{25}{8}\), so its largest eigenvalue is \((25+\sqrt{369})/16\approx2.7631\). The energy read off from it is \(-\ln 2.7631\approx-1.0163\). The lowest eigenvalue of \(T+V\) is \(-\sqrt2\,a\approx-0.9803\), which makes the error about \(-0.0361\). For two such fragments the largest eigenvalue is squared, and energy and error both double; the error becomes about \(-0.0722\).

For any two non-interacting fragments, alike or not, whose \(T\) and \(V\) are finite Hermitian matrices, the energies and the errors at the same nonzero time step add. In diffusion Monte Carlo terms, the time-step error of the growth energy is size-consistent in this non-interacting matrix model, which has no importance sampling, fixed-node constraint, population control or statistical noise.

In Lean 4 with Mathlib:

```lean
import Mathlib

open Matrix
open scoped Kronecker ComplexOrder Pointwise

namespace SeparatedFragments

noncomputable section

variable {m n : Type*} [Fintype m] [DecidableEq m] [Fintype n] [DecidableEq n]
```

## Spectra, propagator and growth energy

The energy levels of a matrix are the real numbers in its complex spectrum. For a Hermitian matrix these are all its eigenvalues, recorded without multiplicity.

```lean
/-- The real eigenvalues of a complex matrix. -/
def levels (A : Matrix n n ℂ) : Set ℝ := {x | (x : ℂ) ∈ spectrum ℂ A}
```

The largest eigenvalue is the supremum of this set,

```lean
/-- The largest eigenvalue, meant for Hermitian matrices of nonzero size. -/
def topEigenvalue (A : Matrix n n ℂ) : ℝ := sSup (levels A)
```

and the ground energy is its infimum.

```lean
/-- The lowest eigenvalue, meant for Hermitian matrices of nonzero size. -/
def groundEnergy (H : Matrix n n ℂ) : ℝ := sInf (levels H)
```

The sum of an operator \(A\) on one fragment and an operator \(B\) on the other is a Kronecker sum, written here \(A\oplus B=A\otimes1+1\otimes B\). It has no coupling term, and its product space treats the fragments as distinguishable: no antisymmetry is imposed between their particles.

```lean
/-- The operator of two fragments that do not interact: `A ⊗ 1 + 1 ⊗ B`. -/
def kronSum (A : Matrix m m ℂ) (B : Matrix n n ℂ) : Matrix (m × n) (m × n) ℂ :=
  A ⊗ₖ 1 + 1 ⊗ₖ B
```

With \(\hbar=1\), the exact imaginary-time step \(e^{-\tau(T+V)}\) is approximated by

\[
S(\tau)=e^{-\tau V/2}\,e^{-\tau T}\,e^{-\tau V/2}.
\]

The names \(T\) and \(V\) suggest kinetic and potential energy, but only hermiticity will be used.

```lean
/-- The symmetric split propagator `exp(-τV/2) exp(-τT) exp(-τV/2)`. -/
def splitPropagator (τ : ℝ) (T V : Matrix n n ℂ) : Matrix n n ℂ :=
  NormedSpace.exp ((-(τ / 2)) • V) * NormedSpace.exp ((-τ) • T) *
    NormedSpace.exp ((-(τ / 2)) • V)
```

For Hermitian \(T\) and \(V\), when \(S(\tau)\) is applied repeatedly to a vector that overlaps the top eigenspace, the factor by which each step multiplies the norm tends to the largest eigenvalue. The growth energy \(E\) expresses this limiting factor as \(e^{-\tau E}\).

```lean
/-- `E` is a growth energy at time step `τ` if `exp(-τE)` is the largest eigenvalue of the
split propagator. -/
def IsGrowthEnergy (τ : ℝ) (T V : Matrix n n ℂ) (E : ℝ) : Prop :=
  Real.exp (-τ * E) = topEigenvalue (splitPropagator τ T V)
```

## Eigenvalues of products and sums

Suppose \(K\) is unitary and \(MK=KD\) with \(D\) real and diagonal. Then \(M=KDK^\dagger\), and since similar matrices share their spectrum, the levels of \(M\) are the diagonal entries of \(D\). The proof treats \(K\) as an invertible element `u` with inverse \(K^\dagger\) and uses this invariance.

```lean
/-- If a unitary `K` brings `M` to real diagonal form, the diagonal entries are exactly the
real eigenvalues of `M`. -/
theorem levels_of_diagonal {M K : Matrix n n ℂ} {d : n → ℝ} (hK : Kᴴ * K = 1)
    (hM : M * K = K * diagonal (fun i => (d i : ℂ))) : levels M = Set.range d := by
  have hK' : K * Kᴴ = 1 := mul_eq_one_comm.mp hK
  let u : (Matrix n n ℂ)ˣ := ⟨K, Kᴴ, hK', hK⟩
  have h : M = (u : Matrix n n ℂ) * diagonal (fun i => (d i : ℂ)) *
      ((u⁻¹ : (Matrix n n ℂ)ˣ) : Matrix n n ℂ) := by
    change M = K * diagonal (fun i => (d i : ℂ)) * Kᴴ
    rw [← hM, Matrix.mul_assoc, hK', Matrix.mul_one]
  ext x
  change (x : ℂ) ∈ spectrum ℂ M ↔ _
  rw [h, spectrum.units_conjugate, spectrum_diagonal]
  simp only [Set.mem_range, Complex.ofReal_inj]
```

For Hermitian \(A\), the orthonormal eigenvectors are the columns of such a \(K\). The equation \(AK=KD\) is the eigenvalue equation read column by column.

```lean
/-- A Hermitian matrix is brought to diagonal form by a unitary matrix. -/
theorem exists_diagonal {A : Matrix n n ℂ} (hA : A.IsHermitian) :
    ∃ K : Matrix n n ℂ, Kᴴ * K = 1 ∧
      A * K = K * diagonal (fun i => (hA.eigenvalues i : ℂ)) := by
  refine ⟨hA.eigenvectorUnitary, mem_unitaryGroup_iff'.mp hA.eigenvectorUnitary.2, ?_⟩
  ext i j
  have h := congrFun (hA.mulVec_eigenvectorBasis j) i
  rw [mul_diagonal, Matrix.mul_apply]
  simpa [mulVec, dotProduct, mul_comm] using h
```

The levels therefore form a finite set, which is nonempty when the matrix has nonzero size. Its supremum and infimum are attained, so they are true extremal eigenvalues.

```lean
/-- A Hermitian matrix of nonzero size attains its largest and its lowest eigenvalue. -/
theorem extremal_eigenvalues [Nonempty n] {A : Matrix n n ℂ} (hA : A.IsHermitian) :
    IsGreatest (levels A) (topEigenvalue A) ∧ IsLeast (levels A) (groundEnergy A) := by
  obtain ⟨K, hK, hd⟩ := exists_diagonal hA
  have hr := levels_of_diagonal hK hd
  have hf : (levels A).Finite := hr ▸ Set.finite_range _
  have hn : (levels A).Nonempty := hr ▸ Set.range_nonempty _
  exact ⟨⟨hn.csSup_mem hf, fun _ hx => le_csSup hf.bddAbove hx⟩,
    ⟨hn.csInf_mem hf, fun _ hx => csInf_le hf.bddBelow hx⟩⟩
```

Now let \(AU=UD_A\) and \(BW=WD_B\), with \(U,W\) unitary and \(D_A,D_B\) diagonal. Then \(U\otimes W\) is unitary, and

\[
\begin{aligned}
(A\otimes B)(U\otimes W)&=AU\otimes BW=(U\otimes W)(D_A\otimes D_B),\\
(A\oplus B)(U\otimes W)&=AU\otimes W+U\otimes BW=(U\otimes W)(D_A\oplus D_B).
\end{aligned}
\]

The diagonal entries are the products \(\alpha_i\beta_k\) in the first line and the sums \(\alpha_i+\beta_k\) in the second, where \(\alpha_i\) and \(\beta_k\) are the eigenvalues of \(A\) and \(B\). These two lines are `hp` and `hs` in the proof. In the statement, `levels A * levels B` is the set of all products of one element from each set, and `+` is read likewise.

```lean
/-- For Hermitian `A` and `B`, the eigenvalues of `A ⊗ B` are the products, and those of
`A ⊗ 1 + 1 ⊗ B` the sums, of an eigenvalue of `A` and one of `B`. -/
theorem levels_kronecker {A : Matrix m m ℂ} {B : Matrix n n ℂ}
    (hA : A.IsHermitian) (hB : B.IsHermitian) :
    levels (A ⊗ₖ B) = levels A * levels B ∧ levels (kronSum A B) = levels A + levels B := by
  obtain ⟨U, hU, hd⟩ := exists_diagonal hA
  obtain ⟨W, hW, he⟩ := exists_diagonal hB
  -- products of fragment eigenvectors diagonalise both operators
  have hK : (U ⊗ₖ W)ᴴ * (U ⊗ₖ W) = 1 := by
    rw [conjTranspose_kronecker, ← mul_kronecker_mul, hU, hW, one_kronecker_one]
  have hp : (A ⊗ₖ B) * (U ⊗ₖ W) = (U ⊗ₖ W) * diagonal
      (fun p : m × n => ((hA.eigenvalues p.1 * hB.eigenvalues p.2 : ℝ) : ℂ)) := by
    rw [← mul_kronecker_mul, hd, he]
    ext ⟨i, k⟩ ⟨j, l⟩
    simp only [kroneckerMap_apply, mul_diagonal, Complex.ofReal_mul]
    ring
  have hs : kronSum A B * (U ⊗ₖ W) = (U ⊗ₖ W) * diagonal
      (fun p : m × n => ((hA.eigenvalues p.1 + hB.eigenvalues p.2 : ℝ) : ℂ)) := by
    rw [kronSum, Matrix.add_mul, ← mul_kronecker_mul, ← mul_kronecker_mul, hd, he,
      Matrix.one_mul, Matrix.one_mul]
    ext ⟨i, k⟩ ⟨j, l⟩
    simp only [Matrix.add_apply, kroneckerMap_apply, mul_diagonal, Complex.ofReal_add]
    ring
  rw [levels_of_diagonal hK hp, levels_of_diagonal hK hs, levels_of_diagonal hU hd,
    levels_of_diagonal hW he]
  constructor <;> ext x <;> simp [Set.mem_mul, Set.mem_add]
```

## Factorisation of the propagator

The map \(X\mapsto X\otimes1\) is continuous and preserves sums, products and the identity, so it passes through the exponential series: \(e^{A\otimes1}=e^A\otimes1\). The same holds for \(X\mapsto1\otimes X\). Since \(A\otimes1\) and \(1\otimes B\) commute,

\[
e^{A\oplus B}=e^{A\otimes1}e^{1\otimes B}=(e^A\otimes1)(1\otimes e^B)=e^A\otimes e^B .
\]

The two embeddings are `f` and `g`, and the commutation is `hc`. Hermiticity plays no part.

```lean
/-- The exponential of a Kronecker sum is the Kronecker product of the exponentials. -/
theorem exp_kronSum (A : Matrix m m ℂ) (B : Matrix n n ℂ) :
    NormedSpace.exp (kronSum A B) = NormedSpace.exp A ⊗ₖ NormedSpace.exp B := by
  let : NormedRing (Matrix m m ℂ) := Matrix.linftyOpNormedRing
  let : NormedRing (Matrix n n ℂ) := Matrix.linftyOpNormedRing
  let : NormedRing (Matrix (m × n) (m × n) ℂ) := Matrix.linftyOpNormedRing
  let : NormedAlgebra ℚ (Matrix m m ℂ) := Matrix.linftyOpNormedAlgebra
  let : NormedAlgebra ℚ (Matrix n n ℂ) := Matrix.linftyOpNormedAlgebra
  let : NormedAlgebra ℚ (Matrix (m × n) (m × n) ℂ) := Matrix.linftyOpNormedAlgebra
  have : @CompleteSpace (Matrix m m ℂ) PseudoMetricSpace.toUniformSpace :=
    (inferInstance : CompleteSpace (m → m → ℂ))
  have : @CompleteSpace (Matrix n n ℂ) PseudoMetricSpace.toUniformSpace :=
    (inferInstance : CompleteSpace (n → n → ℂ))
  -- embedding a fragment operator into the whole is a continuous ring homomorphism
  let f : Matrix m m ℂ →+* Matrix (m × n) (m × n) ℂ :=
    { toFun := fun X => X ⊗ₖ 1
      map_one' := one_kronecker_one
      map_mul' := fun X Y => by rw [← mul_kronecker_mul, Matrix.one_mul]
      map_zero' := zero_kronecker _
      map_add' := fun X Y => add_kronecker _ _ _ }
  let g : Matrix n n ℂ →+* Matrix (m × n) (m × n) ℂ :=
    { toFun := fun X => 1 ⊗ₖ X
      map_one' := one_kronecker_one
      map_mul' := fun X Y => by rw [← mul_kronecker_mul, Matrix.one_mul]
      map_zero' := kronecker_zero _
      map_add' := fun X Y => kronecker_add _ _ _ }
  have hf : Continuous f := continuous_matrix fun i j =>
    (continuous_id.matrix_elem i.1 j.1).mul continuous_const
  have hg : Continuous g := continuous_matrix fun i j =>
    continuous_const.mul (continuous_id.matrix_elem i.2 j.2)
  have h1 : NormedSpace.exp A ⊗ₖ (1 : Matrix n n ℂ) = NormedSpace.exp (A ⊗ₖ 1) :=
    NormedSpace.map_exp f hf A
  have h2 : (1 : Matrix m m ℂ) ⊗ₖ NormedSpace.exp B = NormedSpace.exp (1 ⊗ₖ B) :=
    NormedSpace.map_exp g hg B
  have hc : Commute (A ⊗ₖ (1 : Matrix n n ℂ)) ((1 : Matrix m m ℂ) ⊗ₖ B) := by
    change _ * _ = _ * _
    simp only [← mul_kronecker_mul, Matrix.one_mul, Matrix.mul_one]
  rw [kronSum, Matrix.exp_add_of_commute _ _ hc, ← h1, ← h2, ← mul_kronecker_mul,
    Matrix.one_mul, Matrix.mul_one]
```

Let \(S_i\) be the propagator of fragment \(i\), built from \(T_i\) and \(V_i\). A real factor distributes over a Kronecker sum, \(c(A\oplus B)=cA\oplus cB\), so each of the three exponentials factorises. Multiplying them gives

\[
S=\left(e^{-\tau V_1/2}e^{-\tau T_1}e^{-\tau V_1/2}\right)\otimes\left(e^{-\tau V_2/2}e^{-\tau T_2}e^{-\tau V_2/2}\right)=S_1\otimes S_2 .
\]

The splitting error inside each fragment remains, but none arises between fragments.

```lean
/-- The split propagator of two separated fragments is the Kronecker product of the fragment
propagators. -/
theorem splitPropagator_kronSum (τ : ℝ) (T₁ V₁ : Matrix m m ℂ) (T₂ V₂ : Matrix n n ℂ) :
    splitPropagator τ (kronSum T₁ T₂) (kronSum V₁ V₂) =
      splitPropagator τ T₁ V₁ ⊗ₖ splitPropagator τ T₂ V₂ := by
  have hs (c : ℝ) (A : Matrix m m ℂ) (B : Matrix n n ℂ) :
      c • kronSum A B = kronSum (c • A) (c • B) := by
    rw [kronSum, kronSum, smul_add, smul_kronecker, kronecker_smul]
  simp only [splitPropagator, hs, exp_kronSum, mul_kronecker_mul]
```

## The largest product

The largest product of two eigenvalues need not be the product of the largest ones. If both fragments had eigenvalues \(-2\) and \(1\), the largest product would be 4, not 1. The split propagator avoids this. With \(G=e^{-\tau T/2}e^{-\tau V/2}\) and Hermitian \(T,V\),

\[
G^\dagger G=e^{-\tau V/2}e^{-\tau T/2}e^{-\tau T/2}e^{-\tau V/2}=S(\tau),
\]

so a normalised eigenvector \(u\) with eigenvalue \(x\) gives \(x=\langle u,G^\dagger Gu\rangle=\|Gu\|^2\ge0\). In the proof, `hh` says that the half-step exponentials are Hermitian and `hsq` splits \(e^{-\tau T}\) into two halves.

```lean
/-- For Hermitian `T` and `V` the split propagator is Hermitian and has no negative
eigenvalue. -/
theorem splitPropagator_nonneg (τ : ℝ) {T V : Matrix n n ℂ} (hT : T.IsHermitian)
    (hV : V.IsHermitian) : (splitPropagator τ T V).IsHermitian ∧
      ∀ x ∈ levels (splitPropagator τ T V), 0 ≤ x := by
  have hh {A : Matrix n n ℂ} (hA : A.IsHermitian) :
      (NormedSpace.exp ((-(τ / 2)) • A))ᴴ = NormedSpace.exp ((-(τ / 2)) • A) := by
    rw [← Matrix.exp_conjTranspose, conjTranspose_smul, hA.eq, star_trivial]
  have hsq : NormedSpace.exp ((-τ) • T) =
      NormedSpace.exp ((-(τ / 2)) • T) * NormedSpace.exp ((-(τ / 2)) • T) := by
    rw [← Matrix.exp_add_of_commute _ _ (Commute.refl _), ← add_smul]
    congr 2
    ring
  -- the propagator has the form `Gᴴ G`
  have hps : (splitPropagator τ T V).PosSemidef := by
    have h := posSemidef_conjTranspose_mul_self
      (NormedSpace.exp ((-(τ / 2)) • T) * NormedSpace.exp ((-(τ / 2)) • V))
    rw [conjTranspose_mul, hh hT, hh hV] at h
    simpa only [splitPropagator, hsq, Matrix.mul_assoc] using h
  obtain ⟨K, hK, hd⟩ := exists_diagonal hps.isHermitian
  refine ⟨hps.isHermitian, ?_⟩
  rw [levels_of_diagonal hK hd]
  rintro _ ⟨i, rfl⟩
  exact hps.eigenvalues_nonneg i
```

Let \(\Lambda_i\) be the largest eigenvalue of \(S_i\). Any eigenvalue of \(S_1\otimes S_2\) is a product \(ab\) with \(0\le a\le\Lambda_1\) and \(0\le b\le\Lambda_2\), hence \(ab\le\Lambda_1\Lambda_2\). The bound is attained at \(a=\Lambda_1\), \(b=\Lambda_2\). This holds for every real \(\tau\).

```lean
/-- For Hermitian fragments of nonzero size, the largest eigenvalue of the split propagator
of the whole is the product of the fragment values. -/
theorem topEigenvalue_fragments [Nonempty m] [Nonempty n] (τ : ℝ)
    {T₁ V₁ : Matrix m m ℂ} {T₂ V₂ : Matrix n n ℂ} (hT₁ : T₁.IsHermitian)
    (hV₁ : V₁.IsHermitian) (hT₂ : T₂.IsHermitian) (hV₂ : V₂.IsHermitian) :
    topEigenvalue (splitPropagator τ (kronSum T₁ T₂) (kronSum V₁ V₂)) =
      topEigenvalue (splitPropagator τ T₁ V₁) * topEigenvalue (splitPropagator τ T₂ V₂) := by
  obtain ⟨hS₁, hp₁⟩ := splitPropagator_nonneg τ hT₁ hV₁
  obtain ⟨hS₂, hp₂⟩ := splitPropagator_nonneg τ hT₂ hV₂
  have g₁ := (extremal_eigenvalues hS₁).1
  have g₂ := (extremal_eigenvalues hS₂).1
  rw [splitPropagator_kronSum, topEigenvalue, (levels_kronecker hS₁ hS₂).1]
  refine IsGreatest.csSup_eq ⟨Set.mul_mem_mul g₁.1 g₂.1, ?_⟩
  -- without negative eigenvalues the largest product is the product of the largest
  rintro _ ⟨a, ha, b, hb, rfl⟩
  exact mul_le_mul (g₁.2 ha) (g₂.2 hb) (hp₂ b hb) (hp₁ _ g₁.1)
```

## Additive energies and errors

Let \(E_1\), \(E_2\) and \(E\) be growth energies of the fragments and of the whole at the same time step. Then

\[
e^{-\tau E}=\Lambda_1\Lambda_2=e^{-\tau E_1}e^{-\tau E_2}=e^{-\tau(E_1+E_2)} .
\]

The real exponential is injective, so \(-\tau E=-\tau(E_1+E_2)\), and division by \(-\tau\ne0\) gives \(E=E_1+E_2\). At \(\tau=0\) the propagator is the identity and every real number satisfies the definition of a growth energy, so additivity fails there.

For the reference energy, put \(H_i=T_i+V_i\). Regrouping terms gives

\[
(T_1\oplus T_2)+(V_1\oplus V_2)=H_1\oplus H_2 .
\]

The levels of the right-hand side are all sums of one level from each fragment, and the smallest sum is the sum of the smallest levels. With \(E_0(\cdot)\) for the ground energy,

\[
E-E_0(H_1\oplus H_2)=\bigl(E_1-E_0(H_1)\bigr)+\bigl(E_2-E_0(H_2)\bigr).
\]

In the proof, `hE` is the additivity of growth energies, `hH` the regrouping and `h0` the additivity of ground energies.

The theorem takes the three growth energies as given through `h₁`, `h₂` and `h`. That they exist is an argument made only in this prose: \(G\) is invertible, so \(\Lambda_i>0\) and \(E_i=-\ln(\Lambda_i)/\tau\), and likewise for the whole. The identity also holds for negative \(\tau\), but the difference from the ground energy is a time-step error in the usual sense only for \(\tau>0\).

```lean
/-- For Hermitian fragments of nonzero size and a nonzero time step, the growth energies add,
and so do their errors relative to the exact ground energies of `T + V`. -/
theorem timeStepError_additive [Nonempty m] [Nonempty n] {τ : ℝ} (hτ : τ ≠ 0)
    {T₁ V₁ : Matrix m m ℂ} {T₂ V₂ : Matrix n n ℂ} (hT₁ : T₁.IsHermitian)
    (hV₁ : V₁.IsHermitian) (hT₂ : T₂.IsHermitian) (hV₂ : V₂.IsHermitian) {E E₁ E₂ : ℝ}
    (h₁ : IsGrowthEnergy τ T₁ V₁ E₁) (h₂ : IsGrowthEnergy τ T₂ V₂ E₂)
    (h : IsGrowthEnergy τ (kronSum T₁ T₂) (kronSum V₁ V₂) E) :
    E = E₁ + E₂ ∧ E - groundEnergy (kronSum T₁ T₂ + kronSum V₁ V₂) =
      (E₁ - groundEnergy (T₁ + V₁)) + (E₂ - groundEnergy (T₂ + V₂)) := by
  have hE : E = E₁ + E₂ := by
    rw [IsGrowthEnergy, topEigenvalue_fragments τ hT₁ hV₁ hT₂ hV₂, ← h₁, ← h₂,
      ← Real.exp_add, ← mul_add] at h
    exact mul_left_cancel₀ (neg_ne_zero.mpr hτ) (Real.exp_injective h)
  -- the exact Hamiltonian is itself a Kronecker sum
  have hH : kronSum T₁ T₂ + kronSum V₁ V₂ = kronSum (T₁ + V₁) (T₂ + V₂) := by
    simp only [kronSum, add_kronecker, kronecker_add]
    abel
  have l₁ := (extremal_eigenvalues (hT₁.add hV₁)).2
  have l₂ := (extremal_eigenvalues (hT₂.add hV₂)).2
  have h0 : groundEnergy (kronSum (T₁ + V₁) (T₂ + V₂)) =
      groundEnergy (T₁ + V₁) + groundEnergy (T₂ + V₂) := by
    rw [groundEnergy, (levels_kronecker (hT₁.add hV₁) (hT₂.add hV₂)).2]
    exact csInf_add l₁.nonempty l₁.bddBelow l₂.nonempty l₂.bddBelow
  refine ⟨hE, ?_⟩
  rw [hH, h0, hE]
  ring

end

end SeparatedFragments
```

```lean
#print axioms SeparatedFragments.timeStepError_additive
-- 'SeparatedFragments.timeStepError_additive' depends on axioms: [propext, Classical.choice, Quot.sound]
```
